# The smoothness exponent that minimises the large-argument envelope of Weinert's pseudo-charge form factor

Take a pseudo-charge of multipole order $l$ in a sphere of radius $R$, with radial shape $r^l(1-r^2/R^2)^N$ and a multipole moment that is the same for every $N$. Let $x=RG_{\max}>0$, where $G_{\max}$ is the plane-wave cutoff for the charge density, not the one for the wavefunctions. Up to a factor that is the same for every $N$, the large-$x$ envelope of its form factor is

$$E_{l,N}(x)=\frac{(2l+2N+3)!!}{x^{N+2}},$$

where the natural number $N$ sets how smooth the charge is at the sphere boundary: it jumps to zero there for $N=0$ and vanishes more smoothly as $N$ grows. An exponent $N$ minimises this envelope over all natural numbers exactly when

$$x\le 2l+2N+5\quad\text{and}\quad\bigl(N=0\ \text{ or }\ 2l+2N+3\le x\bigr).$$

For a monopole, any $N$ with $2N+3\le x\le 2N+5$ is therefore optimal, which puts it near $x/2-2$.

## A smooth substitute for the charge in a sphere

In an all-electron LAPW calculation the charge density varies rapidly near each nucleus, so its plane-wave series converges far too slowly for solving Poisson's equation. Outside a sphere, however, the potential of the charge inside depends only on the multipole moments of that charge. Weinert's method replaces the density in the sphere by a smooth pseudo-charge with the same moments, obtains the interstitial potential from plane waves, and then solves a boundary-value problem inside the sphere with the true density.

A common radial shape for the pseudo-charge is $r^l(1-r^2/R^2)^N$. A larger $N$ makes it smoother at $r=R$, but also pulls the charge towards the centre and so broadens it in reciprocal space. The best $N$ is a compromise between the two effects.

## The form factor

Let $j_n$ be the spherical Bessel function of order $n$, let $G>0$ be the length of a reciprocal vector, and define

$$I_{l,N}=\int_0^R r^{l+2}\Bigl(1-\frac{r^2}{R^2}\Bigr)^N j_l(Gr)\,dr .$$

Since $\frac{d}{dr}\bigl[r^{l+2}j_{l+1}(Gr)\bigr]=G\,r^{l+2}j_l(Gr)$, integration by parts gives, for $N\ge1$,

$$I_{l,N}=\frac{2N}{GR^2}\,I_{l+1,N-1},\qquad I_{l,0}=\frac{R^{l+2}}{G}\,j_{l+1}(GR).$$

Repeating this $N$ times yields

$$I_{l,N}=2^N N!\,R^{l+3}\,\frac{j_{l+N+1}(GR)}{(GR)^{N+1}} .$$

The multipole moment follows from the limit $G\to0$, where $j_n(z)\approx z^n/(2n+1)!!$:

$$\int_0^R r^{2l+2}\Bigl(1-\frac{r^2}{R^2}\Bigr)^N dr=\frac{2^N N!\,(2l+1)!!}{(2l+2N+3)!!}\,R^{2l+3}.$$

Dividing $I_{l,N}$ by this moment, and leaving out the factor $R^{-l}/(2l+1)!!$, which is the same for every $N$, gives

$$F_{l,N}(x)=(2l+2N+3)!!\,\frac{j_{l+N+1}(x)}{x^{N+1}},\qquad x=GR .$$

For $l=0$ the omitted factor is one, and $F_{0,N}(x)\to1$ as $x\to0$. At the cutoff, $G=G_{\max}$, this $x$ is the one in the opening.

## The amplitude at large argument

The envelope comes from the limit $x\,j_n(x)-\sin(x-n\pi/2)\to0$ as $x\to\infty$.

- For $n=0$ the difference is zero, because $x\,j_0(x)=\sin x$.
- For $n=1$, $x\,j_1(x)=\sin x/x-\cos x$ and $\sin(x-\pi/2)=-\cos x$, so the difference is $\sin x/x$.
- For higher orders the recurrence reads

$$x\,j_{n+2}(x)=\frac{2n+3}{x}\,\bigl[x\,j_{n+1}(x)\bigr]-x\,j_n(x).$$

The bracket approaches a bounded sine, so the first term vanishes. The second approaches $-\sin(x-n\pi/2)=\sin\bigl(x-(n+2)\pi/2\bigr)$.

Since $F_{l,N}(x)/E_{l,N}(x)=x\,j_{l+N+1}(x)$, the form factor divided by $E_{l,N}$ approaches a sine of unit amplitude. "Envelope" here means this limiting amplitude, and not an upper bound at every $x$.

## Comparing neighbouring exponents

Because $(2l+2N+5)!!=(2l+2N+5)\,(2l+2N+3)!!$,

$$\frac{E_{l,N+1}(x)}{E_{l,N}(x)}=\frac{2l+2N+5}{x}.$$

One more power of smoothness lowers the envelope when $x>2l+2N+5$, raises it when $x<2l+2N+5$, and leaves it unchanged at equality.

If $N$ is a minimiser, comparison with $N+1$ gives $x\le2l+2N+5$. If also $N\ge1$, comparison with $N-1$ gives $2l+2N+3\le x$.

Conversely, assume these inequalities. For every $k\ge N$ we have $x\le 2l+2k+5$, so each step upward from $N$ fails to lower the envelope. For every $k<N$ we have $2l+2k+5\le2l+2N+3\le x$, so each step from $k$ to $k+1$ fails to raise it. Chaining the steps gives $E_{l,N}(x)\le E_{l,M}(x)$ for every natural $M$.

When $x\ge2l+3$, the lower inequality holds for a minimiser even at $N=0$. The two inequalities then rearrange to

$$\Bigl|N-\Bigl(\frac x2-l-2\Bigr)\Bigr|\le\frac12 .$$

## The result as Lean states it

The variables `l` and `N` are natural numbers and `x` is real. `sphBessel` takes the closed forms of orders zero and one and the upward recurrence as its definition. `formFactor` is $F_{l,N}$, without the factor $R^{-l}/(2l+1)!!$, and `envelope` is $E_{l,N}$. The Fourier integral above is the physical reason for the definition of `formFactor`; the Lean development starts from the resulting formula.

`formFactor_asymptotic` says that the ratio of the two functions, minus $\sin\bigl(x-(l+N+1)\pi/2\bigr)$, tends to zero as $x\to\infty$ with `l` and `N` fixed. In `envelope_minimal_iff`, the expression `∀ M : ℕ, envelope l N x ≤ envelope l M x` says that `N` is a minimiser. The inequality is not strict, so two neighbouring exponents may share the minimum; `envelope_tie_iff` places such a tie at $x=2l+2N+5$.

`monopole_envelope_minimal` is the rule for $l=0$ and $x\ge3$; for smaller $x$ the optimal exponent is $N=0$. It has no separate hypothesis $x>0$, since $2N+3\le x$ implies it. `optimal_exponent_near` is the half-unit bound for $x\ge2l+3$.

The step left to physical judgement is from the smallest envelope at the cutoff to the smallest truncation error in the potential. That error is a sum over all omitted reciprocal vectors, with phases and Coulomb weights, and the limit that defines the envelope holds $N$ fixed although the optimal $N$ grows with $x$.

## An example with $x=26.4$

In an LAPW calculation, the code first finds the multipole moments of the true charge in each sphere, nucleus included, and subtracts those of the interstitial plane-wave density continued into the sphere. For each nonzero reciprocal vector up to $G_{\max}$, it multiplies these differences by the form factor, angular factors and constants, sums over multipoles and over atoms with their phases, and adds the coefficient of the interstitial plane-wave density. It then multiplies this total density coefficient by $4\pi/G^2$ (in atomic units). The exponent $N$ enters through the form factor, and the theorem ranks its values by the leading amplitude for one multipole order at one cutoff.

Take $R=2.2$ bohr and $G_{\max}=12$ bohr$^{-1}$, so $x=26.4$. For the monopole, $25\le26.4\le27$ selects $N=11$. The envelope there is about $2.6\times10^{-6}$, compared with $4.3\times10^{-3}$ at $N=0$. For $l=4$ the same inequalities select $N=7$. In both cases $l+N=11$, so the form factor uses the same Bessel function, $j_{12}$.

## The Lean development

```lean
import Mathlib

open Filter Topology

namespace PseudoChargeEnvelope

noncomputable section

/-- The spherical Bessel function of order `n` at `x ≠ 0`, built by upward recurrence from
its closed forms at orders zero and one. -/
def sphBessel : ℕ → ℝ → ℝ
  | 0, x => Real.sin x / x
  | 1, x => Real.sin x / x ^ 2 - Real.cos x / x
  | n + 2, x => (2 * n + 3) / x * sphBessel (n + 1) x - sphBessel n x

/-- The form factor of a pseudo-charge of multipole order `l` and smoothness exponent `N`
at `x = G R ≠ 0`, up to factors that do not depend on `N` or `x`. -/
def formFactor (l N : ℕ) (x : ℝ) : ℝ :=
  (Nat.doubleFactorial (2 * l + 2 * N + 3) : ℝ) * sphBessel (l + N + 1) x / x ^ (N + 1)

/-- The envelope `(2l+2N+3)!! / x^(N+2)` of the form factor, for `x ≠ 0`. -/
def envelope (l N : ℕ) (x : ℝ) : ℝ :=
  (Nat.doubleFactorial (2 * l + 2 * N + 3) : ℝ) / x ^ (N + 2)

/-- A sine wave of any phase, divided by `x`, dies out at large `x`. -/
theorem tendsto_sin_div (c : ℝ) :
    Tendsto (fun x : ℝ => Real.sin (x - c) / x) atTop (𝓝 0) := by
  have h : Tendsto (fun x : ℝ => |x⁻¹|) atTop (𝓝 0) := by
    simpa using (tendsto_inv_atTop_zero (𝕜 := ℝ)).abs
  refine squeeze_zero_norm (fun x => ?_) h
  rw [Real.norm_eq_abs, div_eq_mul_inv, abs_mul]
  exact mul_le_of_le_one_left (abs_nonneg _) (Real.abs_sin_le_one _)

/-- At large `x` the spherical Bessel function of order `n`, multiplied by `x`, approaches
the sine wave `sin (x - n π / 2)`. -/
theorem sphBessel_asymptotic : ∀ n : ℕ,
    Tendsto (fun x : ℝ => x * sphBessel n x - Real.sin (x - (n : ℝ) * Real.pi / 2))
      atTop (𝓝 0)
  | 0 => by
    refine (tendsto_const_nhds (x := (0 : ℝ))).congr' ?_
    filter_upwards [eventually_gt_atTop (0 : ℝ)] with x hx
    have hj : sphBessel 0 x = Real.sin x / x := by rw [sphBessel]
    have hs : x - ((0 : ℕ) : ℝ) * Real.pi / 2 = x := by push_cast; ring
    rw [hj, hs, mul_div_cancel₀ _ hx.ne', sub_self]
  | 1 => by
    refine (tendsto_sin_div 0).congr' ?_
    filter_upwards [eventually_gt_atTop (0 : ℝ)] with x hx
    have hx' := hx.ne'
    have hj : sphBessel 1 x = Real.sin x / x ^ 2 - Real.cos x / x := by rw [sphBessel]
    have hs : x - ((1 : ℕ) : ℝ) * Real.pi / 2 = x - Real.pi / 2 := by push_cast; ring
    rw [hj, hs, Real.sin_sub_pi_div_two, sub_zero]
    field_simp
    ring
  | n + 2 => by
    -- the term with `1/x` in the recurrence vanishes; the other one flips the sign
    have h := (((sphBessel_asymptotic (n + 1)).mul tendsto_inv_atTop_zero).add
      (tendsto_sin_div (((n + 1 : ℕ) : ℝ) * Real.pi / 2))).const_mul (2 * (n : ℝ) + 3)
    have h' := h.sub (sphBessel_asymptotic n)
    simp only [mul_zero, add_zero, sub_zero] at h'
    refine h'.congr' ?_
    filter_upwards [eventually_gt_atTop (0 : ℝ)] with x hx
    have hx' := hx.ne'
    have hj : sphBessel (n + 2) x
        = (2 * n + 3) / x * sphBessel (n + 1) x - sphBessel n x := by rw [sphBessel]
    have hs : x - ((n + 2 : ℕ) : ℝ) * Real.pi / 2
        = (x - (n : ℝ) * Real.pi / 2) - Real.pi := by push_cast; ring
    rw [hj, hs, Real.sin_sub_pi]
    generalize Real.sin (x - ((n + 1 : ℕ) : ℝ) * Real.pi / 2) = s
    generalize Real.sin (x - (n : ℝ) * Real.pi / 2) = t
    field_simp
    ring

/-- At large `x` the form factor divided by its envelope approaches a sine wave of unit
amplitude. -/
theorem formFactor_asymptotic (l N : ℕ) :
    Tendsto (fun x : ℝ => formFactor l N x / envelope l N x
      - Real.sin (x - ((l + N + 1 : ℕ) : ℝ) * Real.pi / 2)) atTop (𝓝 0) := by
  refine (sphBessel_asymptotic (l + N + 1)).congr' ?_
  filter_upwards [eventually_gt_atTop (0 : ℝ)] with x hx
  have hx' := hx.ne'
  have key : ∀ D p j : ℝ, D ≠ 0 → p ≠ 0 → D * j / p / (D / (p * x)) = x * j := by
    intro D p j hD hp
    field_simp
  have hD : (Nat.doubleFactorial (2 * l + 2 * N + 3) : ℝ) ≠ 0 :=
    Nat.cast_ne_zero.mpr (Nat.doubleFactorial_pos _).ne'
  have hp : x ^ (N + 2) = x ^ (N + 1) * x := pow_succ x (N + 1)
  unfold formFactor envelope
  rw [hp, key _ _ _ hD (pow_ne_zero _ hx')]

/-- Raising the smoothness exponent by one multiplies the envelope by `(2l+2N+5)/x`. -/
theorem envelope_succ (l N : ℕ) (x : ℝ) :
    envelope l (N + 1) x = envelope l N x * ((2 * l + 2 * N + 5) / x) := by
  have h : 2 * l + 2 * (N + 1) + 3 = (2 * l + 2 * N + 3) + 2 := by ring
  unfold envelope
  rw [h, Nat.doubleFactorial_add_two, div_mul_div_comm, ← pow_succ]
  push_cast
  ring

/-- For `x > 0`, one more power of smoothness fails to lower the envelope exactly when
`x ≤ 2l+2N+5`, and fails to raise it exactly when `2l+2N+5 ≤ x`. -/
theorem envelope_step (l N : ℕ) {x : ℝ} (hx : 0 < x) :
    (envelope l N x ≤ envelope l (N + 1) x ↔ x ≤ 2 * l + 2 * N + 5) ∧
    (envelope l (N + 1) x ≤ envelope l N x ↔ 2 * l + 2 * N + 5 ≤ x) := by
  have hpos : 0 < envelope l N x :=
    div_pos (Nat.cast_pos.mpr (Nat.doubleFactorial_pos _)) (pow_pos hx _)
  rw [envelope_succ]
  exact ⟨by rw [le_mul_iff_one_le_right hpos, one_le_div hx],
    by rw [mul_le_iff_le_one_right hpos, div_le_one hx]⟩

/-- For `x > 0`, the neighbouring exponents `N` and `N + 1` have equal envelopes exactly at
`x = 2l+2N+5`. -/
theorem envelope_tie_iff (l N : ℕ) {x : ℝ} (hx : 0 < x) :
    envelope l N x = envelope l (N + 1) x ↔ x = 2 * l + 2 * N + 5 := by
  rw [le_antisymm_iff, (envelope_step l N hx).1, (envelope_step l N hx).2,
    ← le_antisymm_iff]

/-- For `x > 0`, the exponent `N` gives the smallest envelope among all exponents exactly
when `x ≤ 2l+2N+5` and, unless `N = 0`, also `2l+2N+3 ≤ x`. -/
theorem envelope_minimal_iff (l N : ℕ) {x : ℝ} (hx : 0 < x) :
    (∀ M : ℕ, envelope l N x ≤ envelope l M x) ↔
      x ≤ 2 * l + 2 * N + 5 ∧ (N = 0 ∨ 2 * (l : ℝ) + 2 * N + 3 ≤ x) := by
  constructor
  · -- a minimum is no larger than any neighbour it has
    intro h
    refine ⟨(envelope_step l N hx).1.1 (h (N + 1)), ?_⟩
    cases N with
    | zero => exact Or.inl rfl
    | succ k =>
      right
      have hk := (envelope_step l k hx).2.1 (h k)
      push_cast
      linarith
  · rintro ⟨hup, hdown⟩ M
    rcases le_total N M with hNM | hMN
    · -- from `N` upwards, no step lowers the envelope
      induction M, hNM using Nat.le_induction with
      | base => exact le_rfl
      | succ k hk ih =>
        have hk' : (N : ℝ) ≤ k := by exact_mod_cast hk
        exact ih.trans ((envelope_step l k hx).1.2 (by linarith))
    · -- from below up to `N`, no step raises the envelope
      rcases hdown with h0 | hlow
      · have hM : M = N := by omega
        rw [hM]
      · have down : ∀ d K : ℕ, K + d = N → envelope l N x ≤ envelope l K x := by
          intro d
          induction d with
          | zero =>
            intro K hK
            have hKN : K = N := by omega
            rw [hKN]
          | succ d ih =>
            intro K hK
            have hK' : (K : ℝ) + 1 ≤ N := by
              have : K + 1 ≤ N := by omega
              exact_mod_cast this
            exact (ih (K + 1) (by omega)).trans
              ((envelope_step l K hx).2.2 (by linarith))
        exact down (N - M) M (by omega)

/-- For a monopole, an exponent `N` with `2N+3 ≤ x ≤ 2N+5` gives the smallest envelope
among all exponents. -/
theorem monopole_envelope_minimal (N : ℕ) {x : ℝ} (h₁ : 2 * (N : ℝ) + 3 ≤ x)
    (h₂ : x ≤ 2 * N + 5) (M : ℕ) : envelope 0 N x ≤ envelope 0 M x := by
  have hN : (0 : ℝ) ≤ N := Nat.cast_nonneg N
  have hx : 0 < x := by linarith
  refine (envelope_minimal_iff 0 N hx).2 ⟨?_, Or.inr ?_⟩ M
  · push_cast
    linarith
  · push_cast
    linarith

/-- For `x ≥ 2l+3`, every exponent with the smallest envelope lies within one half of
`x/2 - l - 2`. -/
theorem optimal_exponent_near (l N : ℕ) {x : ℝ} (hx : 2 * (l : ℝ) + 3 ≤ x)
    (hmin : ∀ M : ℕ, envelope l N x ≤ envelope l M x) :
    |(N : ℝ) - (x / 2 - l - 2)| ≤ 1 / 2 := by
  have hl : (0 : ℝ) ≤ l := Nat.cast_nonneg l
  obtain ⟨hup, hdown⟩ := (envelope_minimal_iff l N (by linarith)).1 hmin
  have hlow : 2 * (l : ℝ) + 2 * N + 3 ≤ x := by
    rcases hdown with h0 | h
    · rw [h0]
      push_cast
      linarith
    · exact h
  rw [abs_le]
  constructor <;> linarith

end

end PseudoChargeEnvelope
```

```lean
#print axioms PseudoChargeEnvelope.formFactor_asymptotic
-- 'PseudoChargeEnvelope.formFactor_asymptotic' depends on axioms: [propext, Classical.choice, Quot.sound]
#print axioms PseudoChargeEnvelope.envelope_tie_iff
-- 'PseudoChargeEnvelope.envelope_tie_iff' depends on axioms: [propext, Classical.choice, Quot.sound]
#print axioms PseudoChargeEnvelope.monopole_envelope_minimal
-- 'PseudoChargeEnvelope.monopole_envelope_minimal' depends on axioms: [propext, Classical.choice, Quot.sound]
#print axioms PseudoChargeEnvelope.optimal_exponent_near
-- 'PseudoChargeEnvelope.optimal_exponent_near' depends on axioms: [propext, Classical.choice, Quot.sound]
```

## How Lean obtains the sine wave

`tendsto_sin_div` supplies the fact that a bounded sine divided by $x$ vanishes. It squeezes the quotient between zero and $|x^{-1}|$ in absolute value.

`sphBessel_asymptotic` is a recursion on the order with two base cases, as in the derivation. In the step, `h` combines the limit for order $n+1$ with `tendsto_sin_div` to show that the recurrence term carrying $1/x$ vanishes, and `h'` subtracts the limit for order $n$. The rest is an identity between functions, needed only for positive $x$; `congr'` together with `filter_upwards` restricts attention to that range. The rule `Real.sin_sub_pi` supplies the change of sign, and the two `generalize` lines turn the sines into plain variables, so that `field_simp` and `ring` have only algebra to do.

`formFactor_asymptotic` then cancels the double factorial and the powers of $x$, which reduces the ratio to $x\,j_{l+N+1}(x)$.

## How Lean reaches every other exponent

`envelope_succ` is the ratio of successive envelopes, obtained from the two-step rule for double factorials. `envelope_step` uses the positivity of the envelope to turn each comparison of neighbours into an inequality between $x$ and $2l+2N+5$. Applying both comparisons at once gives `envelope_tie_iff` by antisymmetry.

In `envelope_minimal_iff`, the forward direction applies the minimality hypothesis to the neighbours of $N$, with a case split because $N=0$ has no lower one. The reverse direction splits on whether $M$ lies above or below $N$. Above, `Nat.le_induction` chains the upward steps. Below, the auxiliary statement `down` is proved by induction on the distance $d$ between an exponent $K$ and $N$, where $K+d=N$. At each step `linarith` supplies the inequality that `envelope_step` needs.

The last two theorems apply this equivalence. `monopole_envelope_minimal` sets $l=0$ and uses the reverse direction; `optimal_exponent_near` uses the forward direction and rearranges the inequalities.

## The strongest line of a vibronic progression

The same comparison of neighbours finds the strongest line in a zero-temperature progression between two displaced harmonic oscillators of equal frequency, in the Condon approximation and with the frequency prefactor of the intensity neglected. With Huang–Rhys factor $S>0$, the Franck–Condon factors for $n$ vibrational quanta in the final state are $P_n=e^{-S}S^n/n!$ and have successive ratio $S/(n+1)$. Hence no other factor exceeds $P_n$ exactly when $S\le n+1$ and either $n=0$ or $n\le S$.
